# No Hückel level lies strictly between the site energies of two sublattices coupled only to each other

Take a conjugated molecule whose π sites fall into two sets, $m$ sites with site energy $\alpha$ and $n$ sites with site energy $\beta<\alpha$. The lower value belongs to the more electronegative atoms. Electrons hop only between the sets, with real amplitudes collected in an $m\times n$ matrix $B$. In an orthonormal site basis the Hamiltonian is

$$H=\begin{pmatrix}\alpha I & B\\ B^{T} & \beta I\end{pmatrix}.$$

Here $\beta$ is a second site energy, not the resonance integral of the Hückel textbooks; that role is played by the entries of $B$. Levels are the eigenvalues $E_i$ of $H$, counted with multiplicity. The question is how many of them lie on each side of the interval between $\beta$ and $\alpha$, and whether any fall inside it.

## The level count

For every real $B$,

$$\#\{i: E_i\ge\alpha\}=m,\qquad \#\{i: E_i\le\beta\}=n,$$

and no level lies strictly between $\beta$ and $\alpha$.

For alternating heteroatoms, put the zero of energy midway between the two site energies, so that $\alpha=a>0$ and $\beta=-a$, and let $m=n=p$. Then exactly $p$ levels are positive, exactly $p$ are negative, and all satisfy $|E_i|\ge a$. With $2p$ electrons and $p\ge1$, the negative levels are doubly occupied, the positive ones are empty, and the gap is at least $2a$.

## Where a code can use it

In this non-interacting two-sublattice model, exactly $n$ levels lie below the midpoint $(\alpha+\beta)/2$, and this stays true while a geometry step changes only $B$. For $2n$ electrons at zero temperature, with $m,n\ge1$, a density-matrix purification or a Fermi-operator expansion can therefore keep its chemical potential at the midpoint, and the gap is at least $\alpha-\beta$.

A spectrum-slicing solver counts the levels below a shift $\sigma$ from the signs in an $LDL^{T}$ factorisation of $H-\sigma I$. For any $\sigma$ strictly between $\beta$ and $\alpha$, that count should be $n$.

## Derivation

**Energy of an orbital.** Write an orbital as $w=(x,y)$, with $x$ on the $\alpha$ sites and $y$ on the $\beta$ sites. Then

$$Hw=(\alpha x+By,\; B^{T}x+\beta y),\qquad w\cdot Hw=\alpha|x|^2+2\,x\cdot By+\beta|y|^2 .$$

If $x=0$, this is $\beta|w|^2$. If $y=0$, it is $\alpha|w|^2$. The coupling drops out in both cases.

**A bound on the number of high levels.** Let $M$ be a real square matrix with orthonormal eigenvectors $v_i$ whose eigenvalues $e_i$ all exceed a number $c$. Choose $k$ sites, and suppose that every $w$ vanishing on them satisfies $w\cdot Mw\le c\,|w|^2$. Then there are at most $k$ of the $v_i$.

To see this, restrict each $v_i$ to the chosen sites and suppose that a combination of the restrictions with coefficients $g_i$ is zero. Then $w=\sum_i g_i v_i$ vanishes on those sites. Orthonormality gives $|w|^2=\sum_i g_i^2$ and $w\cdot Mw=\sum_i e_i g_i^2$, so

$$\sum_i (e_i-c)\,g_i^2=w\cdot Mw-c\,|w|^2\le 0 .$$

Each term on the left is non-negative, hence zero, and $e_i>c$ forces $g_i=0$. The restrictions are therefore linearly independent vectors in a space of dimension $k$.

**Two applications.** Use $M=H$, the $m$ sites of energy $\alpha$, and $c=\beta$. This gives $\#\{E_i>\beta\}\le m$. Then use $M=-H$, the $n$ sites of energy $\beta$, and $c=-\alpha$. This gives $\#\{E_i<\alpha\}\le n$.

**Equality.** There are $m+n$ levels in all, so at least $m$ have $E_i\ge\alpha$ and at least $n$ have $E_i\le\beta$. Since $\beta<\alpha$,

$$m\le\#\{E_i\ge\alpha\}\le\#\{E_i>\beta\}\le m,\qquad n\le\#\{E_i\le\beta\}\le\#\{E_i<\alpha\}\le n .$$

All of these are equalities. The levels above $\beta$ are thus the same as the levels at or above $\alpha$, and the interval between is empty.

**The ring of $4j$ atoms, $j\ge1$.** Each sublattice has $2j$ atoms, numbered modulo $2j$. With nearest-neighbour coupling $t$, atom $r$ of the first sublattice is bonded to atoms $r$ and $r+1$ of the second. Let $u_r=\pm1$ alternate along a sublattice, which is consistent because $2j$ is even. Then

$$(Bu)_r=t(u_r+u_{r+1})=0,\qquad (B^{T}u)_s=t(u_s+u_{s-1})=0 .$$

Hence $H(u,0)=\alpha(u,0)$ and $H(0,u)=\beta(0,u)$. Normalised, these orbitals have amplitudes $\pm1/\sqrt{2j}$. For $\beta<\alpha$ both edges of the interval are thus levels, and the gap equals $\alpha-\beta$. When the atoms become equal, the two orbitals become degenerate and the gap closes.

## The Lean file

```lean
import Mathlib

open Matrix

namespace HeteroatomGap

noncomputable section

variable {m n : Type*} [Fintype m] [Fintype n] [DecidableEq m] [DecidableEq n]

/-- The Hückel Hamiltonian of two sublattices with site energies `α` and `β`,
coupled only to each other, through the real matrix `B`. -/
def hamiltonian (α β : ℝ) (B : Matrix m n ℝ) : Matrix (m ⊕ n) (m ⊕ n) ℝ :=
  fromBlocks (α • 1) B Bᵀ (β • 1)

omit [Fintype m] [Fintype n] in
/-- The Hamiltonian is Hermitian. -/
theorem hamiltonian_isHermitian (α β : ℝ) (B : Matrix m n ℝ) :
    (hamiltonian α β B).IsHermitian := by
  rw [Matrix.IsHermitian, conjTranspose_eq_transpose_of_trivial]
  simp [hamiltonian, fromBlocks_transpose]

/-- The orbital energies: the eigenvalues of the Hamiltonian, with multiplicity. -/
def level (α β : ℝ) (B : Matrix m n ℝ) : m ⊕ n → ℝ :=
  (hamiltonian_isHermitian α β B).eigenvalues

/-- The action of the Hamiltonian on an orbital, sublattice by sublattice. -/
theorem hamiltonian_mulVec (α β : ℝ) (B : Matrix m n ℝ) (w : m ⊕ n → ℝ) :
    hamiltonian α β B *ᵥ w =
      Sum.elim (α • (w ∘ Sum.inl) + B *ᵥ (w ∘ Sum.inr))
        (Bᵀ *ᵥ (w ∘ Sum.inl) + β • (w ∘ Sum.inr)) := by
  simp [hamiltonian, fromBlocks_mulVec, smul_mulVec]

/-- If every orbital vanishing on the sites `f k` has energy at most `c` times its squared norm,
then orthonormal eigenvectors with energies above `c` are no more numerous than the labels `k`. -/
theorem card_levels_above_le {ι κ σ : Type*} [Fintype ι] [Fintype κ] [Fintype σ]
    [DecidableEq σ] (M : Matrix ι ι ℝ) (v : σ → ι → ℝ) (e : σ → ℝ) (f : κ → ι) (c : ℝ)
    (hv : ∀ i j, v i ⬝ᵥ v j = if i = j then 1 else 0)
    (he : ∀ i, M *ᵥ v i = e i • v i)
    (hM : ∀ w : ι → ℝ, (∀ k, w (f k) = 0) → w ⬝ᵥ M *ᵥ w ≤ c * (w ⬝ᵥ w))
    (hc : ∀ i, c < e i) : Fintype.card σ ≤ Fintype.card κ := by
  have hlin : ∀ (u : ι → ℝ) (h : σ → ℝ),
      u ⬝ᵥ (∑ i, h i • v i) = ∑ i, h i * (u ⬝ᵥ v i) := by
    intro u h
    simp only [dotProduct, Finset.sum_apply, Pi.smul_apply, smul_eq_mul, Finset.mul_sum]
    rw [Finset.sum_comm]
    exact Finset.sum_congr rfl fun i _ => Finset.sum_congr rfl fun k _ => by ring
  -- the eigenvectors stay independent when restricted to the chosen sites
  have hli : LinearIndependent ℝ (fun (i : σ) (k : κ) => v i (f k)) := by
    rw [Fintype.linearIndependent_iff]
    intro g hg
    obtain ⟨w, hw⟩ : ∃ w, w = ∑ i, g i • v i := ⟨_, rfl⟩
    have hz : ∀ k, w (f k) = 0 := by
      intro k
      have h := congrFun hg k
      simpa [hw, Finset.sum_apply] using h
    have hg' : ∀ i, w ⬝ᵥ v i = g i := by
      intro i
      rw [dotProduct_comm, hw, hlin]
      simp [hv]
    have hMw : M *ᵥ w = ∑ i, (g i * e i) • v i := by
      rw [hw, ← Matrix.mulVecLin_apply, map_sum]
      refine Finset.sum_congr rfl fun i _ => ?_
      rw [map_smul, Matrix.mulVecLin_apply, he, smul_smul]
    have hww : w ⬝ᵥ w = ∑ i, g i * g i := by
      have h := hlin w g
      rw [← hw] at h
      simpa only [hg'] using h
    have hs : ∑ i, (e i - c) * g i ^ 2 = w ⬝ᵥ M *ᵥ w - c * (w ⬝ᵥ w) := by
      rw [hMw, hlin, hww, Finset.mul_sum, ← Finset.sum_sub_distrib]
      exact Finset.sum_congr rfl fun i _ => by rw [hg']; ring
    have hn : ∀ i ∈ Finset.univ, 0 ≤ (e i - c) * g i ^ 2 := fun i _ =>
      mul_nonneg (sub_pos.mpr (hc i)).le (sq_nonneg _)
    have h0 := (Finset.sum_eq_zero_iff_of_nonneg hn).mp
      (le_antisymm (by linarith [hM w hz]) (Finset.sum_nonneg hn))
    intro i
    exact pow_eq_zero_iff two_ne_zero |>.mp
      ((mul_eq_zero.mp (h0 i (Finset.mem_univ i))).resolve_left (sub_pos.mpr (hc i)).ne')
  simpa using hli.fintype_card_le_finrank

/-- For site energies `β < α` and any coupling, the levels at or above `α` are as many as
the `α` sites, those at or below `β` as many as the `β` sites, and none lies between. -/
theorem level_count {α β : ℝ} (h : β < α) (B : Matrix m n ℝ) :
    (Finset.univ.filter fun i => α ≤ level α β B i).card = Fintype.card m ∧
    (Finset.univ.filter fun i => level α β B i ≤ β).card = Fintype.card n ∧
    ∀ i, α ≤ level α β B i ∨ level α β B i ≤ β := by
  have hH := hamiltonian_isHermitian α β B
  obtain ⟨v, hvdef⟩ : ∃ v : m ⊕ n → m ⊕ n → ℝ,
      v = fun i => (hH.eigenvectorBasis i).ofLp := ⟨_, rfl⟩
  have he : ∀ i, hamiltonian α β B *ᵥ v i = level α β B i • v i := by
    intro i
    rw [hvdef]
    exact hH.mulVec_eigenvectorBasis i
  have hv : ∀ i j, v i ⬝ᵥ v j = if i = j then 1 else 0 := by
    intro i j
    rw [← orthonormal_iff_ite.mp hH.eigenvectorBasis.orthonormal i j, hvdef,
      PiLp.inner_apply]
    exact Finset.sum_congr rfl fun k _ => by simp [mul_comm]
  obtain ⟨E, hE⟩ : ∃ E, E = level α β B := ⟨_, rfl⟩
  rw [← hE] at he ⊢
  -- orbitals confined to one sublattice have the energy of its sites
  have up := card_levels_above_le (hamiltonian α β B)
    (fun i : {i // β < E i} => v i) (fun i => E i)
    (Sum.inl : m → m ⊕ n) β (fun i j => by rw [hv]; simp [Subtype.ext_iff])
    (fun i => he i)
    (fun w hz => by
      have h0 : w ∘ Sum.inl = 0 := funext hz
      rw [hamiltonian_mulVec, h0]
      simp [dotProduct, Fintype.sum_sum_type, hz, Finset.mul_sum, mul_left_comm])
    (fun i => i.2)
  have down := card_levels_above_le (-hamiltonian α β B)
    (fun i : {i // E i < α} => v i) (fun i => -E i)
    (Sum.inr : n → m ⊕ n) (-α) (fun i j => by rw [hv]; simp [Subtype.ext_iff])
    (fun i => by rw [neg_mulVec, he, neg_smul])
    (fun w hz => by
      have h0 : w ∘ Sum.inr = 0 := funext hz
      rw [neg_mulVec, hamiltonian_mulVec, h0]
      simp [dotProduct, Fintype.sum_sum_type, hz, Finset.mul_sum, mul_left_comm])
    (fun i => neg_lt_neg i.2)
  rw [Fintype.card_subtype] at up down
  -- complementary groups of levels exhaust the spectrum, which forces equality
  have cover : ∀ (P Q : m ⊕ n → Prop) [DecidablePred P] [DecidablePred Q],
      (∀ i, P i ∨ Q i) → Fintype.card m + Fintype.card n ≤
        (Finset.univ.filter P).card + (Finset.univ.filter Q).card := by
    intro P Q _ _ hPQ
    rw [← Fintype.card_sum, ← Finset.card_univ]
    refine le_trans (Finset.card_le_card fun i _ => ?_) (Finset.card_union_le _ _)
    simpa using hPQ i
  have c1 := cover (fun i => α ≤ E i) (fun i => E i < α) fun i => le_or_gt α (E i)
  have c2 := cover (fun i => β < E i) (fun i => E i ≤ β) fun i => lt_or_ge β (E i)
  have s1 : (Finset.univ.filter fun i => α ≤ E i) ⊆ Finset.univ.filter fun i => β < E i := by
    intro i hi
    simp only [Finset.mem_filter, Finset.mem_univ, true_and] at hi ⊢
    linarith
  have s2 : (Finset.univ.filter fun i => E i ≤ β) ⊆ Finset.univ.filter fun i => E i < α := by
    intro i hi
    simp only [Finset.mem_filter, Finset.mem_univ, true_and] at hi ⊢
    linarith
  have l1 := Finset.card_le_card s1
  have l2 := Finset.card_le_card s2
  refine ⟨by omega, by omega, fun i => ?_⟩
  rcases lt_or_ge β (E i) with hi | hi
  · have hmem : i ∈ Finset.univ.filter fun i => β < E i := by simpa using hi
    rw [← Finset.eq_of_subset_of_card_le s1 (by omega)] at hmem
    exact Or.inl (by simpa using hmem)
  · exact Or.inr hi

/-- Alternating heteroatoms with site energies `a` and `-a`, `a > 0`, `p` of each kind, have
exactly `p` positive and `p` negative levels, all of absolute value at least `a`. -/
theorem alternating_heteroatoms {p : ℕ} {a : ℝ} (ha : 0 < a)
    (B : Matrix (Fin p) (Fin p) ℝ) :
    (Finset.univ.filter fun i => 0 < level a (-a) B i).card = p ∧
    (Finset.univ.filter fun i => level a (-a) B i < 0).card = p ∧
    ∀ i, a ≤ |level a (-a) B i| := by
  obtain ⟨h1, h2, hgap⟩ := level_count (by linarith : -a < a) B
  rw [Fintype.card_fin] at h1 h2
  refine ⟨Eq.trans ?_ h1, Eq.trans ?_ h2, fun i => le_abs.mpr ?_⟩
  · congr 1
    refine Finset.filter_congr fun i _ => ⟨fun h => ?_, fun h => by linarith⟩
    rcases hgap i with h' | h' <;> linarith
  · congr 1
    refine Finset.filter_congr fun i _ => ⟨fun h => ?_, fun h => by linarith⟩
    rcases hgap i with h' | h' <;> linarith
  · exact (hgap i).imp id fun h => by linarith

/-- Nearest-neighbour coupling `t` in a ring of `4j` atoms, `j ≥ 1`: atom `r` of the first
sublattice is bonded to atoms `r` and `r + 1` of the second. -/
def ringCoupling (j : ℕ) (t : ℝ) : Matrix (ZMod (2 * j)) (ZMod (2 * j)) ℝ :=
  Matrix.of fun r s => (if s = r then t else 0) + (if s = r + 1 then t else 0)

/-- The orbital on one sublattice of the ring with amplitudes `1` and `-1` in turn. -/
def alternating (j : ℕ) (r : ZMod (2 * j)) : ℝ :=
  if ZMod.castHom (dvd_mul_right 2 j) (ZMod 2) r = 0 then 1 else -1

/-- The amplitude changes sign from each atom of the sublattice to the next. -/
theorem alternating_succ (j : ℕ) (r : ZMod (2 * j)) :
    alternating j (r + 1) = -alternating j r := by
  unfold alternating
  rw [map_add, map_one]
  rcases (by decide : ∀ z : ZMod 2, (z = 0 ∧ z + 1 ≠ 0) ∨ (z ≠ 0 ∧ z + 1 = 0))
    (ZMod.castHom (dvd_mul_right 2 j) (ZMod 2) r) with ⟨h1, h2⟩ | ⟨h1, h2⟩
  · rw [if_neg h2, if_pos h1]
  · rw [if_pos h2, if_neg h1, neg_neg]

/-- In a ring of `4j` atoms, `j ≥ 1`, the alternating orbitals on the two sublattices are
eigenvectors whose energies are the site energies `α` and `β`. -/
theorem ring_edge_orbitals (j : ℕ) [NeZero j] (α β t : ℝ) :
    hamiltonian α β (ringCoupling j t) *ᵥ Sum.elim (alternating j) 0 =
      α • Sum.elim (alternating j) 0 ∧
    hamiltonian α β (ringCoupling j t) *ᵥ Sum.elim 0 (alternating j) =
      β • Sum.elim (0 : ZMod (2 * j) → ℝ) (alternating j) := by
  -- the two neighbours of every atom contribute with opposite signs
  have hB : ringCoupling j t *ᵥ alternating j = 0 := by
    funext r
    simp [mulVec, dotProduct, ringCoupling, add_mul, Finset.sum_add_distrib,
      alternating_succ]
  have hBt : (ringCoupling j t)ᵀ *ᵥ alternating j = 0 := by
    funext s
    have hs : ∀ r : ZMod (2 * j), s = r + 1 ↔ r = s - 1 := fun r => by
      rw [eq_sub_iff_add_eq]
      exact eq_comm
    have h := alternating_succ j (s - 1)
    rw [sub_add_cancel] at h
    simp [mulVec, dotProduct, ringCoupling, add_mul, Finset.sum_add_distrib, hs, h]
  constructor
  · rw [hamiltonian_mulVec, Sum.elim_comp_inl, Sum.elim_comp_inr, hBt]
    funext i
    rcases i with i | i <;> simp
  · rw [hamiltonian_mulVec, Sum.elim_comp_inl, Sum.elim_comp_inr, hB]
    funext i
    rcases i with i | i <;> simp

end

end HeteroatomGap
```

```lean
#print axioms HeteroatomGap.level_count
#print axioms HeteroatomGap.alternating_heteroatoms
#print axioms HeteroatomGap.ring_edge_orbitals
```

```
'HeteroatomGap.level_count' depends on axioms: [propext, Classical.choice, Quot.sound]
'HeteroatomGap.alternating_heteroatoms' depends on axioms: [propext, Classical.choice, Quot.sound]
'HeteroatomGap.ring_edge_orbitals' depends on axioms: [propext, Classical.choice, Quot.sound]
```

## How the Lean statements and proofs read

In the file `m` and `n` are finite types that label the sites, and their sizes are `Fintype.card m` and `Fintype.card n`. The full set of sites is `m ⊕ n`. The function `level α β B` lists Mathlib's eigenvalues of `hamiltonian α β B`; its argument numbers the levels and doesn't tie a level to a site. A filtered `Finset` followed by `.card` is a count with multiplicity.

`level_count` is the general result, with `β < α` as its only hypothesis. `alternating_heteroatoms` is the case of $p$ sites of each kind, with site energies `a` and `-a`. `ring_edge_orbitals` gives the two ring eigenvectors, unnormalised, for any `α`, `β` and `t`; `[NeZero j]` says that $j\ge1$. To count the levels of the ring, apply `level_count` with both site types equal to `ZMod (2 * j)`.

`hamiltonian_mulVec` is the block form of $Hw$. `card_levels_above_le` is the bound on high levels: `f` picks the sites, `hs` is the displayed sum, and `hli` is the linear independence, from which the dimension bound follows.

In `level_count`, `he` and `hv` state that Mathlib's eigenvectors solve the eigenvalue equation and are orthonormal. The two applications are `up` and `down`. The fact that complementary groups exhaust the spectrum is `cover`, the inclusions between groups are `s1` and `s2`, and `omega` closes the integer inequalities. Two sets of equal size, one inside the other, coincide, and this empties the interval. `alternating_heteroatoms` then translates "at or above $a$" into "positive" and "at or below $-a$" into "negative".

For the ring, `alternating_succ` proves the sign change by reducing the site number modulo 2. `hB` and `hBt` are the two cancellations.

## Equal atoms, same-sublattice hopping and rounding

The condition $\beta<\alpha$ can't be relaxed to $\beta\le\alpha$. With one site of each kind, $\alpha=\beta=0$ and $B=0$, both levels are zero. Two levels then satisfy $E_i\ge\alpha$ instead of one, and none is positive.

The diagonal blocks can't be replaced by arbitrary symmetric blocks with the same diagonal entries. Take $p=2$, $B=0$, and add a hopping $s$ between the two sites of energy $a$. The levels are $a+s$, $a-s$, $-a$ and $-a$, and for $0<s<2a$ the level $a-s$ lies inside the interval. A code with second-neighbour hopping therefore can't take the bound over unchanged. If only the site energies vary within a sublattice, the same argument works with $\alpha$ the lowest energy of the first set and $\beta$ the highest of the second, provided that still $\beta<\alpha$.

The theorems concern the eigenvalues of a finite real matrix. The step they leave to the user is the description of a molecule's π electrons as independent electrons governed by that matrix; electron repulsion can change both the gap and the ground state.

Computed eigenvalues also carry rounding errors. In the $4j$-ring the edges of the gap are themselves levels, so a computed value may fall slightly inside the interval. A comparison with $\alpha$ or $\beta$ needs a tolerance scaled to the norm of $H$, whereas a count at the midpoint is safe as long as the errors stay well below $(\alpha-\beta)/2$.
